# The average of a real second-rank tensor over signed axis permutations is isotropic, and for the inverse mass tensor it gives the conductivity mass of spheroidal valleys

## Two axes, one sign flip and one swap

Throughout this text a tensor is of second rank, so that a matrix holds its entries. Take a real tensor in the plane,
\[
W=\begin{pmatrix} a & b\\ c & e\end{pmatrix}.
\]
Reversing the first axis changes \(b\) to \(-b\) and \(c\) to \(-c\) and leaves the diagonal alone, so the average of the original and the reversed tensor is \(\mathrm{diag}(a,e)\). Exchanging the two axes turns this into \(\mathrm{diag}(e,a)\), and the average of these two is \(\tfrac12(a+e)\) times the identity. Sign flips remove the off-diagonal entries, and permutations level the diagonal.

In \(d\ge 1\) dimensions the same two operations give
\[
\big\langle R\,W R^{T}\big\rangle=\frac{\operatorname{tr}W}{d}\,\mathbf 1 ,
\]
where \(R\) runs over all signed permutation matrices. For \(d=1\) these are \(\pm1\), and the average is \(W\) itself.

In the code the axes are labelled by a finite type `n`, and \(d\) is its number of elements, `Fintype.card n`.

In Lean 4 with Mathlib:

```lean
import Mathlib

open Matrix

namespace ValleyAveraging

noncomputable section

variable {n : Type*} [Fintype n] [DecidableEq n]
```

## Signed permutations and the average

A signed permutation matrix is fixed by a permutation \(\sigma\) of the axes and a sign \(s_i=\pm1\) for each axis. Row \(i\) has the entry \(s_i\) in column \(\sigma(i)\) and zeros elsewhere:
\[
R_{ij}=s_i\,\delta_{j,\sigma(i)},\qquad (Rx)_i=s_i\,x_{\sigma(i)} .
\]
The type `ℤˣ` of invertible integers contains exactly \(1\) and \(-1\), so a function `s : n → ℤˣ` is a choice of signs.

```lean
/-- The signed permutation matrix that permutes the coordinate axes by `σ` and
attaches the sign `s i` to row `i`. -/
def signedPerm (σ : Equiv.Perm n) (s : n → ℤˣ) : Matrix n n ℝ :=
  Matrix.of fun i j => if j = σ i then ((s i : ℤ) : ℝ) else 0
```

There are \(d!\) permutations and \(2^d\) choices of signs, and different pairs \((\sigma,s)\) give different matrices. The average is therefore
\[
\langle RWR^T\rangle=\frac{1}{2^d\,d!}\sum_{\sigma,\,s} R\,W R^{T}.
\]
For \(d=3\) the 48 matrices are the operations of the full cubic point group, which carry a valley into its equivalent partners.

```lean
/-- The average of `R W Rᵀ` over all signed permutation matrices `R`. -/
def valleyAverage (W : Matrix n n ℝ) : Matrix n n ℝ :=
  (Fintype.card (Equiv.Perm n × (n → ℤˣ)) : ℝ)⁻¹ •
    ∑ p : Equiv.Perm n × (n → ℤˣ), signedPerm p.1 p.2 * W * (signedPerm p.1 p.2)ᵀ
```

## The valley and its conductivity mass

A spheroidal valley has a symmetry axis along a unit vector \(u\), a longitudinal mass \(m_l\) along it and a transverse mass \(m_t\) in every perpendicular direction. Its mass tensor is
\[
M=m_t\mathbf 1+(m_l-m_t)\,uu^{T}.
\]
The two masses are inputs. Each is \(\hbar^2\) divided by the second derivative of the band energy with respect to the wave vector, taken along its direction at the valley minimum. In the code `vecMulVec u u` is the dyad \(uu^T\). The definition accepts any vector `u`; the theorems add the condition of unit length.

```lean
/-- The mass tensor of a spheroidal valley with unit axis `u`, longitudinal mass `ml`
and transverse mass `mt`. -/
def massTensor (ml mt : ℝ) (u : n → ℝ) : Matrix n n ℝ :=
  mt • (1 : Matrix n n ℝ) + (ml - mt) • vecMulVec u u
```

A force \(F\) accelerates a carrier by \(M^{-1}F\), so it is the inverse masses that add when several valleys carry current. The conductivity mass is
\[
m_c=\frac{3}{1/m_l+2/m_t}.
\]
It turns two band-structure masses into the single mass of a Drude mobility, in a model with one scalar relaxation time and parabolic valleys that are equally populated and related by cubic symmetry. Strain that shifts some valleys, or an anisotropic scattering time, calls for a weighted average instead.

```lean
/-- The conductivity mass `3 / (1/ml + 2/mt)`, for positive masses `ml` and `mt`. -/
def conductivityMass (ml mt : ℝ) : ℝ := 3 / (1 / ml + 2 / mt)
```

## What one signed permutation does to a tensor

Each sign satisfies \(s_i^2=1\). The code checks the two possible values, after the signs have been converted to real numbers.

```lean
/-- The square of a sign is one. -/
lemma sign_mul_self (e : ℤˣ) : ((e : ℤ) : ℝ) * ((e : ℤ) : ℝ) = 1 := by
  rcases Int.units_eq_one_or e with h | h <;> simp [h]
```

Inserting the entries of \(R\) collapses both sums in the matrix product:
\[
(RWR^T)_{ij}=\sum_{k,l}R_{ik}W_{kl}R_{jl}=s_i s_j\,W_{\sigma(i)\,\sigma(j)} .
\]
The `simp only` call performs this collapse, and `ring` puts the factors in order.

```lean
/-- A signed permutation relabels the entries of a tensor and multiplies each by two signs. -/
theorem signedPerm_conj_apply (σ : Equiv.Perm n) (s : n → ℤˣ) (W : Matrix n n ℝ) (i j : n) :
    (signedPerm σ s * W * (signedPerm σ s)ᵀ) i j
      = ((s i : ℤ) : ℝ) * ((s j : ℤ) : ℝ) * W (σ i) (σ j) := by
  simp only [signedPerm, Matrix.mul_apply, Matrix.transpose_apply, Matrix.of_apply, ite_mul,
    mul_ite, zero_mul, mul_zero, Finset.sum_ite_eq', Finset.mem_univ, if_true]
  ring
```

With \(W=\mathbf 1\) the formula reads \((RR^T)_{ij}=s_is_j\,\delta_{\sigma(i)\,\sigma(j)}\). For \(i=j\) this is \(s_i^2=1\). For \(i\neq j\) it vanishes, because a permutation sends different axes to different axes. Hence \(RR^T=\mathbf 1\), and \(RWR^T\) is the tensor after a rotation, a reflection or a combination of the two.

```lean
/-- Every signed permutation matrix is orthogonal. -/
theorem signedPerm_orthogonal (σ : Equiv.Perm n) (s : n → ℤˣ) :
    signedPerm σ s * (signedPerm σ s)ᵀ = 1 := by
  ext i j
  have h := signedPerm_conj_apply σ s 1 i j
  rw [mul_one] at h
  rw [h]
  by_cases hij : i = j
  · subst hij
    rw [one_apply_eq, one_apply_eq, mul_one, sign_mul_self]
  · rw [one_apply_ne hij, one_apply_ne (σ.injective.ne hij), mul_zero]
```

## Signs cancel off the diagonal

Fix \(i\neq j\) and let \(S=\sum_s s_is_j\). Flipping \(s_i\) in every choice of signs only rearranges the terms of the sum. It leaves \(s_j\) alone and reverses each product, so \(S=-S\) and \(S=0\). In the code the flip is multiplication by `Pi.mulSingle i (-1)`, and `Fintype.sum_equiv` carries out the rearrangement.

```lean
/-- The product of the signs of two different axes sums to zero over all choices of signs. -/
lemma sum_signs {i j : n} (hij : i ≠ j) :
    ∑ s : n → ℤˣ, ((s i : ℤ) : ℝ) * ((s j : ℤ) : ℝ) = 0 := by
  -- flipping the sign of axis `i` reverses every term
  have h : ∑ s : n → ℤˣ, ((s i : ℤ) : ℝ) * ((s j : ℤ) : ℝ)
      = ∑ s : n → ℤˣ, -(((s i : ℤ) : ℝ) * ((s j : ℤ) : ℝ)) :=
    Fintype.sum_equiv (Equiv.mulRight (Pi.mulSingle i (-1) : n → ℤˣ)) _ _
      (fun s => by simp [Pi.mulSingle_eq_of_ne hij.symm])
  rw [Finset.sum_neg_distrib] at h
  linarith
```

## Permutations level the diagonal

Let \(f\) be any real function of the axes. Replacing \(\sigma\) by \(\sigma\circ(i\,j)\), where \((i\,j)\) exchanges the two axes, rearranges the sum over permutations and gives
\[
\sum_\sigma f(\sigma(j))=\sum_\sigma f(\sigma(i)).
\]
The sum is thus the same for every axis. Adding it up over all \(d\) axes and exchanging the order of summation,
\[
d\sum_\sigma f(\sigma(i))=\sum_j\sum_\sigma f(\sigma(j))=\sum_\sigma\sum_j f(\sigma(j))=d!\sum_k f(k).
\]
The last step holds because each \(\sigma\) merely reorders the axes. The equality between axes is `key`, and the `calc` block follows the displayed chain.

```lean
/-- For a real function `f` of the axes and a fixed axis `i`, the number of axes times the sum of
`f (σ i)` over all permutations `σ` equals the number of permutations times the sum of `f` over all
axes. -/
lemma sum_perms (f : n → ℝ) (i : n) :
    (Fintype.card n : ℝ) * ∑ σ : Equiv.Perm n, f (σ i)
      = (Fintype.card (Equiv.Perm n) : ℝ) * ∑ k, f k := by
  have key : ∀ j, ∑ σ : Equiv.Perm n, f (σ j) = ∑ σ : Equiv.Perm n, f (σ i) := fun j =>
    Fintype.sum_equiv (Equiv.mulRight (Equiv.swap i j)) _ _
      (fun σ => by simp [Equiv.Perm.mul_apply])
  calc (Fintype.card n : ℝ) * ∑ σ : Equiv.Perm n, f (σ i)
      = ∑ j, ∑ σ : Equiv.Perm n, f (σ j) := by
        rw [Finset.sum_congr rfl (fun j _ => key j), Finset.sum_const, Finset.card_univ,
          nsmul_eq_mul]
    _ = ∑ σ : Equiv.Perm n, ∑ j, f (σ j) := Finset.sum_comm
    _ = ∑ _σ : Equiv.Perm n, ∑ k, f k :=
        Finset.sum_congr rfl (fun σ _ => Equiv.sum_comp σ f)
    _ = _ := by rw [Finset.sum_const, Finset.card_univ, nsmul_eq_mul]
```

## The averaged tensor

The entries of the average are
\[
\langle RWR^T\rangle_{ij}=\frac{1}{2^d\,d!}\sum_\sigma\sum_s s_is_j\,W_{\sigma(i)\,\sigma(j)} .
\]
For \(i\ne j\) the inner sum is \(W_{\sigma(i)\,\sigma(j)}\sum_s s_is_j=0\). For \(i=j\) the signs square to one, the sum over \(s\) gives \(2^d\), and the previous step with \(f(k)=W_{kk}\) gives
\[
\langle RWR^T\rangle_{ii}=\frac{1}{2^d\,d!}\;2^d\;\frac{d!\,\operatorname{tr}W}{d}=\frac{\operatorname{tr}W}{d}.
\]

The theorem `valleyAverage_eq` states this as an equality of matrices for every real `W`, with no assumption of symmetry or positivity. Its proof splits on `i = j`. The diagonal branch uses `sum_perms` and cancels the group sizes with `field_simp`; the other branch uses `sum_signs`.

```lean
/-- Averaging any real tensor over all signed permutations of the axes gives its trace,
divided by the dimension, times the identity. -/
theorem valleyAverage_eq (W : Matrix n n ℝ) :
    valleyAverage W = (W.trace / (Fintype.card n : ℝ)) • (1 : Matrix n n ℝ) := by
  ext i j
  rw [valleyAverage, Fintype.card_prod, Nat.cast_mul, Matrix.smul_apply, Matrix.sum_apply,
    Matrix.smul_apply, smul_eq_mul, smul_eq_mul]
  simp only [signedPerm_conj_apply]
  rw [Fintype.sum_prod_type]
  by_cases hij : i = j
  · -- diagonal entries: the signs square to one and the permutations average the diagonal
    subst hij
    have : Nonempty n := ⟨i⟩
    have hN : (Fintype.card n : ℝ) ≠ 0 := Nat.cast_ne_zero.mpr Fintype.card_ne_zero
    have hP : (Fintype.card (Equiv.Perm n) : ℝ) ≠ 0 :=
      Nat.cast_ne_zero.mpr Fintype.card_ne_zero
    have hS : (Fintype.card (n → ℤˣ) : ℝ) ≠ 0 := Nat.cast_ne_zero.mpr Fintype.card_ne_zero
    have hp : (Fintype.card n : ℝ) * ∑ σ : Equiv.Perm n, W (σ i) (σ i)
        = (Fintype.card (Equiv.Perm n) : ℝ) * W.trace := sum_perms (fun k => W k k) i
    have hX : ∑ σ : Equiv.Perm n, W (σ i) (σ i)
        = (Fintype.card (Equiv.Perm n) : ℝ) * W.trace / (Fintype.card n : ℝ) := by
      rw [eq_div_iff hN, mul_comm, hp]
    simp only [sign_mul_self, one_mul, Finset.sum_const, Finset.card_univ, nsmul_eq_mul]
    rw [← Finset.mul_sum, hX, one_apply_eq, mul_one]
    field_simp
  · -- off-diagonal entries: the signs cancel
    rw [one_apply_ne hij, mul_zero, Finset.sum_eq_zero, mul_zero]
    intro σ _
    have h0 : ∑ s : n → ℤˣ, ((s i : ℤ) : ℝ) * ((s j : ℤ) : ℝ) * W (σ i) (σ j) = 0 := by
      rw [← Finset.sum_mul, sum_signs hij, zero_mul]
    exact h0
```

## Inverting the mass tensor

Write \(P=uu^T\). Since \(u\cdot u=1\), we have \(P^2=u(u\cdot u)u^T=P\). The candidate for the inverse has \(1/m_l\) along the axis and \(1/m_t\) across it:
\[
M^{-1}=\frac1{m_t}\mathbf 1+\Big(\frac1{m_l}-\frac1{m_t}\Big)P .
\]
Multiplying it by \(M\) gives \(\mathbf 1\) plus \(P\) times
\[
\Big(\frac{m_t}{m_l}-1\Big)+\Big(\frac{m_l}{m_t}-1\Big)+\Big(2-\frac{m_l}{m_t}-\frac{m_t}{m_l}\Big)=0 .
\]

In `massTensor_inv` the left side is the matrix inverse of `massTensor ml mt u`, so the formula is derived and not built into a definition. The hypotheses are nonzero masses and `u ⬝ᵥ u = 1`, the unit length of the axis. The proof establishes \(P^2=P\) as `hP`, and `Matrix.inv_eq_right_inv` reduces the claim to the product above.

```lean
/-- For nonzero masses and a unit axis, the inverse mass tensor of a spheroidal valley has
`1/ml` along the axis and `1/mt` across it. -/
theorem massTensor_inv {ml mt : ℝ} (hl : ml ≠ 0) (ht : mt ≠ 0) (u : n → ℝ)
    (hu : u ⬝ᵥ u = 1) :
    (massTensor ml mt u)⁻¹
      = mt⁻¹ • (1 : Matrix n n ℝ) + (ml⁻¹ - mt⁻¹) • vecMulVec u u := by
  -- the dyad of a unit vector is a projector
  have hP : vecMulVec u u * vecMulVec u u = vecMulVec u u := by
    ext i j
    have hu' : ∑ k, u k * u k = 1 := hu
    simp only [Matrix.mul_apply, vecMulVec_apply]
    calc ∑ k, u i * u k * (u k * u j) = u i * (∑ k, u k * u k) * u j := by
          rw [Finset.mul_sum, Finset.sum_mul]
          exact Finset.sum_congr rfl (fun k _ => by ring)
      _ = u i * u j := by rw [hu', mul_one]
  have h1 : mt * mt⁻¹ = 1 := mul_inv_cancel₀ ht
  have h2 : ml * ml⁻¹ = 1 := mul_inv_cancel₀ hl
  apply Matrix.inv_eq_right_inv
  simp only [massTensor, add_mul, mul_add, Matrix.smul_mul, Matrix.mul_smul, one_mul, mul_one,
    hP]
  linear_combination (norm := module)
    h1 • (1 : Matrix n n ℝ) + (h2 - h1) • vecMulVec u u
```

## The conductivity mass for any valley axis

In three dimensions \(\operatorname{tr}\mathbf 1=3\) and \(\operatorname{tr}P=u\cdot u=1\), so
\[
\frac{\operatorname{tr}M^{-1}}{3}=\frac13\Big(\frac{3}{m_t}+\frac1{m_l}-\frac1{m_t}\Big)=\frac13\Big(\frac1{m_l}+\frac2{m_t}\Big)=\frac1{m_c}.
\]

The theorem says that for positive masses and any unit axis, the inverse mass tensor averages to \(m_c^{-1}\mathbf 1\). The direction of \(u\) has dropped out, because only the trace survives the average. The proof rewrites with the two preceding theorems and evaluates the traces; `hc` is the arithmetic of the last display.

```lean
/-- For positive masses and any unit axis, the inverse mass tensor of a spheroidal valley in
three dimensions averages to the inverse conductivity mass times the identity. -/
theorem valleyAverage_spheroid {ml mt : ℝ} (hl : 0 < ml) (ht : 0 < mt) (u : Fin 3 → ℝ)
    (hu : u ⬝ᵥ u = 1) :
    valleyAverage (massTensor ml mt u)⁻¹
      = (conductivityMass ml mt)⁻¹ • (1 : Matrix (Fin 3) (Fin 3) ℝ) := by
  have htr : (vecMulVec u u).trace = 1 := hu
  have hc : (mt⁻¹ * 3 + (ml⁻¹ - mt⁻¹) * 1) / 3 = (conductivityMass ml mt)⁻¹ := by
    rw [conductivityMass, inv_div]
    ring
  rw [valleyAverage_eq, massTensor_inv hl.ne' ht.ne' u hu, Matrix.trace_add,
    Matrix.trace_smul, Matrix.trace_smul, Matrix.trace_one, htr, Fintype.card_fin,
    smul_eq_mul, smul_eq_mul, Nat.cast_ofNat, hc]
```

## Three valleys along the cube edges

For valleys along the cube edges, as in the conduction band of silicon, the average can be taken directly. Opposite valleys share a mass tensor, so three axes \(e_k\) suffice. Their projectors satisfy \(\sum_k e_ke_k^T=\mathbf 1\), and therefore
\[
\frac13\sum_{k}M_k^{-1}=\frac13\Big(\frac{3}{m_t}+\frac1{m_l}-\frac1{m_t}\Big)\mathbf 1=\frac1{m_c}\mathbf 1 .
\]
Here `Pi.single k 1` is the unit vector \(e_k\), and `hsum` checks the sum of projectors entry by entry. This theorem doesn't use the group average, and it arrives at the same mass.

```lean
/-- For positive masses, the plain average of the inverse mass tensors of three spheroidal
valleys along the cube edges is the inverse conductivity mass times the identity. -/
theorem cubeEdge_valleys {ml mt : ℝ} (hl : 0 < ml) (ht : 0 < mt) :
    (1 / 3 : ℝ) • ∑ k : Fin 3, (massTensor ml mt (Pi.single k 1 : Fin 3 → ℝ))⁻¹
      = (conductivityMass ml mt)⁻¹ • (1 : Matrix (Fin 3) (Fin 3) ℝ) := by
  have hinv := fun k : Fin 3 =>
    massTensor_inv hl.ne' ht.ne' (Pi.single k 1 : Fin 3 → ℝ) (by simp)
  -- the three axis projectors resolve the identity
  have hsum : ∑ k : Fin 3, vecMulVec (Pi.single k 1 : Fin 3 → ℝ) (Pi.single k 1)
      = (1 : Matrix (Fin 3) (Fin 3) ℝ) := by
    ext i j
    fin_cases i <;> fin_cases j <;>
      simp [Fin.sum_univ_three, vecMulVec_apply, Matrix.add_apply]
  have hc : (conductivityMass ml mt)⁻¹ = (ml⁻¹ + 2 * mt⁻¹) / 3 := by
    rw [conductivityMass, inv_div]
    ring
  rw [Finset.sum_congr rfl (fun k _ => hinv k), Finset.sum_add_distrib, ← Finset.smul_sum,
    ← Finset.smul_sum, hsum, Finset.sum_const, Finset.card_univ, Fintype.card_fin, hc]
  module
```

## Below the arithmetic mean

Averaging the masses themselves would give \((m_l+2m_t)/3\). With \(m_c=3m_lm_t/(2m_l+m_t)\), the difference is
\[
\frac{m_l+2m_t}{3}-m_c=\frac{(m_l+2m_t)(2m_l+m_t)-9m_lm_t}{3(2m_l+m_t)}=\frac{2(m_l-m_t)^2}{3(2m_l+m_t)} ,
\]
which is positive for unequal positive masses. Using the arithmetic mean in a Drude formula would thus underestimate the mobility of this model. The code clears the positive denominators and passes the positive square `hsq` to `nlinarith`.

```lean
/-- For unequal positive masses, the conductivity mass lies strictly below the arithmetic
mean `(ml + 2 mt)/3` of the principal masses. -/
theorem conductivityMass_lt_mean {ml mt : ℝ} (hl : 0 < ml) (ht : 0 < mt) (h : ml ≠ mt) :
    conductivityMass ml mt < (ml + 2 * mt) / 3 := by
  have hs : 1 / ml + 2 / mt = (2 * ml + mt) / (ml * mt) := by
    rw [div_add_div _ _ hl.ne' ht.ne']
    ring
  have hd : 0 < 2 * ml + mt := by positivity
  have hsq : 0 < (ml - mt) ^ 2 := by
    have := sub_ne_zero.mpr h
    positivity
  rw [conductivityMass, hs, div_div_eq_mul_div, div_lt_div_iff₀ hd (by norm_num)]
  nlinarith [hsq]

end

end ValleyAveraging
```

```lean
#print axioms ValleyAveraging.signedPerm_orthogonal
#print axioms ValleyAveraging.valleyAverage_spheroid
#print axioms ValleyAveraging.cubeEdge_valleys
#print axioms ValleyAveraging.conductivityMass_lt_mean
```

```
'ValleyAveraging.signedPerm_orthogonal' depends on axioms: [propext, Classical.choice, Quot.sound]
'ValleyAveraging.valleyAverage_spheroid' depends on axioms: [propext, Classical.choice, Quot.sound]
'ValleyAveraging.cubeEdge_valleys' depends on axioms: [propext, Classical.choice, Quot.sound]
'ValleyAveraging.conductivityMass_lt_mean' depends on axioms: [propext, Classical.choice, Quot.sound]
```
